# On a periodic time axis, the transform of a signal's autocorrelation is the squared modulus of the signal's transform

Q: Take two time points on a ring, with complex signal values a(0) and a(1). The correlation sums, formed by multiplying the conjugate signal at one time by the signal a delay later, are

C(0) = |a(0)|² + |a(1)|²
C(1) = conj(a(0)) a(1) + conj(a(1)) a(0)

C(1) can be negative. Why must the spectrum be nonnegative?

A: Because the transform completes a square. With two points the Fourier kernel is +1 or −1, so the two spectral values are

C(0) + C(1) = |a(0) + a(1)|²
C(0) − C(1) = |a(0) − a(1)|²

The brackets on the right are the transform of a itself. The wrap-around term conj(a(1)) a(0) supplies the second cross term of the square. The same happens for every N ≥ 1.

Q: How is the ring set up for general N?

A: Time lives in `ZMod N`, the integers modulo N, and `[NeZero N]` says N ≥ 1.

```lean
import Mathlib

open scoped ComplexConjugate ComplexOrder

namespace DynamicalStructureFactor

noncomputable section

variable {N : ℕ} [NeZero N]
```

The transform uses the literal exponential. I write I for the imaginary unit, as Lean does, and A(k) for the transform of a:

A(k) = ∑ₜ exp(−2πI kt/N) a(t)

In the code, `k.val` and `t.val` are the representatives in 0, …, N−1. There is no prefactor 1/N. If frames are Δt apart, k stands for the angular frequency 2πk/(NΔt), up to multiples of 2π/Δt.

```lean
/-- The discrete Fourier transform from periodic time `t` to frequency index `k`,
with kernel `exp(-2πi kt/N)`. -/
def timeFourier (a : ZMod N → ℂ) (k : ZMod N) : ℂ :=
  ∑ t : ZMod N,
    Complex.exp (-(2 * Real.pi * Complex.I * (k.val : ℂ) * (t.val : ℂ) / (N : ℂ))) * a t
```

Q: And the correlation?

A: There are two definitions. The first correlates two signals a and b, the second is the case b = a. Here s is the time origin and t the delay; s+t is taken modulo N, and the sum over origins is not divided by N.

```lean
/-- The periodic cross-correlation of two signals, summed over all time origins `s`. -/
def crossCorrelation (a b : ZMod N → ℂ) (t : ZMod N) : ℂ :=
  ∑ s : ZMod N, conj (a s) * b (s + t)

/-- The periodic time autocorrelation `C(t) = ∑ₛ conj(a(s)) a(s+t)` of a signal. -/
def autocorrelation (a : ZMod N → ℂ) (t : ZMod N) : ℂ :=
  ∑ s : ZMod N, conj (a s) * a (s + t)
```

Q: Representatives worry me. The derivation will shift times around the ring, and (s+t) modulo N is not s+t.

A: Write e(m) = exp(2πI m/N) for an integer m. Adding a multiple of N to m multiplies e(m) by exp(2πI · integer) = 1, so e depends only on m modulo N. It also satisfies e(m+n) = e(m) e(n). The kernel is therefore e(−tk), whichever representatives are used. Mathlib calls this function `ZMod.stdAddChar`, and the first theorem makes the replacement: `h` writes −tk as the residue of an explicit integer, `ZMod.stdAddChar_coe` turns the character into an exponential, and `ring` matches the exponents.

```lean
/-- The Fourier kernel is the standard additive character of the periodic time axis. -/
theorem timeFourier_eq_char (a : ZMod N → ℂ) (k : ZMod N) :
    timeFourier a k = ∑ t : ZMod N, ZMod.stdAddChar (-(t * k)) * a t := by
  unfold timeFourier
  refine Finset.sum_congr rfl fun t _ => ?_
  -- represent the phase by an integer, where the character is an explicit exponential
  have h : -(t * k) = ((-((t.val : ℤ) * (k.val : ℤ)) : ℤ) : ZMod N) := by
    simp only [Int.cast_neg, Int.cast_mul, Int.cast_natCast, ZMod.natCast_zmod_val]
  rw [h, ZMod.stdAddChar_coe]
  congr 2
  simp only [Int.cast_neg, Int.cast_mul, Int.cast_natCast]
  ring
```

It follows at once that this transform is Mathlib's `ZMod.dft`, whose invertibility is used later.

```lean
/-- The transform defined here agrees with Mathlib's discrete Fourier transform. -/
theorem timeFourier_eq_dft (a : ZMod N → ℂ) : timeFourier a = ZMod.dft a := by
  funext k
  simp only [timeFourier_eq_char, ZMod.dft_apply, smul_eq_mul]
```

Q: Now the derivation, with no steps skipped.

A: Let B be the transform of b. Start from the transform of the cross-correlation and exchange the finite sums:

∑ₜ e(−tk) ∑ₛ conj(a(s)) b(s+t) = ∑ₛ conj(a(s)) ∑ₜ e(−tk) b(s+t)

Split the phase, using −t = s − (s+t):

e(−tk) = e(sk) e(−(s+t)k)

For fixed s, let u = s+t. As t runs once round the ring, so does u, and the expression becomes

∑ₛ e(sk) conj(a(s)) ∑ᵤ e(−uk) b(u)

The second sum is B(k). Since e(sk) = conj(e(−sk)), the first is conj(A(k)). The result is conj(A(k)) B(k).

In Lean, `Finset.sum_comm` exchanges the sums, `Equiv.addLeft s` is the substitution u = s+t, `h` splits the phase, and `hc` identifies the conjugate phase.

```lean
/-- The transform of a cross-correlation is the conjugate transform of the first signal
times the transform of the second. -/
theorem timeFourier_crossCorrelation (a b : ZMod N → ℂ) (k : ZMod N) :
    timeFourier (crossCorrelation a b) k = conj (timeFourier a k) * timeFourier b k := by
  simp only [timeFourier_eq_char, crossCorrelation]
  rw [map_sum, Finset.sum_mul]
  simp_rw [Finset.mul_sum]
  rw [Finset.sum_comm]
  refine Finset.sum_congr rfl fun s _ => ?_
  -- for a fixed time origin, shift the time variable by that origin
  refine Fintype.sum_equiv (Equiv.addLeft s) _ _ fun t => ?_
  have hc : conj (ZMod.stdAddChar (-(s * k))) = ZMod.stdAddChar (s * k) := by
    rw [← AddChar.map_neg_eq_conj, neg_neg]
  have h : ZMod.stdAddChar (-(t * k))
      = ZMod.stdAddChar (s * k) * ZMod.stdAddChar (-((s + t) * k)) := by
    rw [← AddChar.map_add_eq_mul]
    congr 1
    ring
  simp only [Equiv.coe_addLeft, map_mul]
  rw [hc, h]
  ring
```

Setting b = a gives conj(A(k)) A(k) = |A(k)|².

```lean
/-- At every frequency the transform of the periodic autocorrelation equals the squared modulus of
the transform of the signal. -/
theorem wiener_khinchin (a : ZMod N → ℂ) (k : ZMod N) :
    timeFourier (autocorrelation a) k = ((‖timeFourier a k‖ ^ 2 : ℝ) : ℂ) := by
  have h : timeFourier (autocorrelation a) k = conj (timeFourier a k) * timeFourier a k :=
    timeFourier_crossCorrelation a a k
  rw [h, mul_comm, Complex.mul_conj, Complex.normSq_eq_norm_sq]
```

Q: Does that statement really say "nonnegative"? Both sides are complex numbers.

A: The right side is a real square, `‖timeFourier a k‖ ^ 2`, regarded as a complex number. Equality with it forces the imaginary part of the left side to vanish and its real part to be at least zero.

Q: The Lean name `wiener_khinchin` promises a theorem about stationary random processes.

A: No random process appears here. The signal is one fixed list of N complex numbers, with no expectation value and no limit of long observation time. The identity is exact for that list.

Q: Give me numbers in which C is complex.

A: Take N = 4 and a = (1, I, 0, 0). Then

C = (2, I, 0, −I)

The kernel is (−I)^(kt), so A(k) = 1 + I(−I)^k, which gives

A = (1+I, 2, 1−I, 0)
|A|² = (2, 4, 2, 0)

Transforming C directly at k = 1 gives 2 + I·(−I) + (−I)·I = 2 + 1 + 1 = 4, as it should. At k = 3 it gives 2 − 1 − 1 = 0.

Q: What would go wrong if I conjugated the other factor, a(s) conj(a(s+t))?

A: You would get conj(C(t)), whose transform is |A(−k)|². In the example the peak of height 4 moves from k = 1 to k = 3. The spectrum is still nonnegative and has the same total, so neither check reveals the error. A real signal doesn't reveal it either, because then |A(−k)| = |A(k)|. Test the convention on a signal for which |A(−k)| and |A(k)| differ at some k, such as the one above.

Q: Is nonnegativity merely a consequence, or does it characterise autocorrelations?

A: On this finite ring it characterises them. Suppose a function C has transform Ĉ(k), real and nonnegative at every k. Choose the signal whose transform is the square root, by inverting:

a(t) = (1/N) ∑ₖ e(tk) √Ĉ(k)

Its autocorrelation has transform (√Ĉ(k))² = Ĉ(k). Two functions with equal transforms are equal, so C is that autocorrelation. The other direction is the theorem just proved.

In the code, `0 ≤ timeFourier C k` uses the order on complex numbers in which 0 ≤ z means that z is real and nonnegative. Surjectivity of `ZMod.dft` supplies the signal, and injectivity turns equality of spectra into equality of correlations.

```lean
/-- A function of periodic time is the autocorrelation of some signal exactly when its
spectrum is real and nonnegative at every frequency. -/
theorem spectrum_nonneg_iff_autocorrelation (C : ZMod N → ℂ) :
    (∀ k, 0 ≤ timeFourier C k) ↔ ∃ a : ZMod N → ℂ, C = autocorrelation a := by
  constructor
  · intro hC
    -- choose a signal whose transform is the square root of the given spectrum
    obtain ⟨a, ha⟩ := (ZMod.dft : (ZMod N → ℂ) ≃ₗ[ℂ] (ZMod N → ℂ)).surjective
      (fun k => ((Real.sqrt (timeFourier C k).re : ℝ) : ℂ))
    refine ⟨a, (ZMod.dft : (ZMod N → ℂ) ≃ₗ[ℂ] (ZMod N → ℂ)).injective ?_⟩
    rw [← timeFourier_eq_dft, ← timeFourier_eq_dft]
    funext k
    have h := Complex.nonneg_iff.mp (hC k)
    have hk : timeFourier a k = ((Real.sqrt (timeFourier C k).re : ℝ) : ℂ) := by
      rw [timeFourier_eq_dft a]
      exact congrFun ha k
    rw [wiener_khinchin, hk, Complex.norm_real, Real.norm_eq_abs, sq_abs, Real.sq_sqrt h.1]
    exact Complex.ext rfl h.2.symm
  · rintro ⟨a, rfl⟩ k
    rw [wiener_khinchin]
    exact Complex.zero_le_real.mpr (sq_nonneg _)
```

Q: So any nonnegative spectrum belongs to some set of particles?

A: The theorem does not say so. It supplies some complex signal, and leaves open whether that signal comes from particles moving along trajectories.

Q: What fixes the total intensity?

A: The correlation at zero delay. Summing the spectrum over k gives

∑ₖ |A(k)|² = ∑ₜ C(t) ∑ₖ e(−tk)

The inner sum is N for t = 0 and zero otherwise, being a full geometric sum of roots of unity. What remains is N C(0) = N ∑ₜ |a(t)|². In the example, 2 + 4 + 2 + 0 = 8 = 4 · 2.

Lean reaches N C(0) by a slightly different route. The sum over all frequencies is the zero-frequency value of a second transform, and `ZMod.dft_dft` says that transforming twice returns N times the time-reversed function. At zero, reversal does nothing. The step `h0` evaluates C(0), and `exact_mod_cast` brings the complex equality back to real numbers.

```lean
/-- Sum rule: the sum over all frequencies of the power spectrum is `N` times the sum over all times
of the squared modulus of the signal. -/
theorem spectrum_sum_rule (a : ZMod N → ℂ) :
    ∑ k, ‖timeFourier a k‖ ^ 2 = (N : ℝ) * ∑ t, ‖a t‖ ^ 2 := by
  -- summing over frequencies picks out the correlation at zero delay
  have h : ∑ k, timeFourier (autocorrelation a) k = (N : ℂ) * autocorrelation a 0 := by
    rw [timeFourier_eq_dft, ← ZMod.dft_apply_zero (ZMod.dft (autocorrelation a)),
      ZMod.dft_dft]
    simp
  have h0 : autocorrelation a 0 = ((∑ s, ‖a s‖ ^ 2 : ℝ) : ℂ) := by
    rw [autocorrelation, Complex.ofReal_sum]
    refine Finset.sum_congr rfl fun s _ => ?_
    rw [add_zero, mul_comm, Complex.mul_conj, Complex.normSq_eq_norm_sq]
  simp only [wiener_khinchin] at h
  rw [h0] at h
  exact_mod_cast h
```

Q: So far this is signal processing. Where are the scatterers?

A: They enter through the choice of signal. Let rⱼ(t) be the position of particle j at frame t, and q a wavevector. The density mode is

n(t) = ∑ⱼ exp(−I q·rⱼ(t))

The type `ι` labels finitely many particles, and `r t j` is a vector in three real dimensions. No equation of motion is imposed, so any interaction may have produced the trajectories. All particles scatter with equal weight.

```lean
variable {ι : Type*} [Fintype ι]

/-- The density mode `∑ⱼ exp(-i q·rⱼ(t))` of point particles at wavevector `q`. -/
def densityMode (q : Fin 3 → ℝ) (r : ZMod N → ι → Fin 3 → ℝ) (t : ZMod N) : ℂ :=
  ∑ j, Complex.exp (-(Complex.I * ((q ⬝ᵥ r t j : ℝ) : ℂ)))
```

The intermediate scattering function is defined separately, as the pair sum a physicist would write:

F(t) = ∑ₛ ∑ᵢ ∑ⱼ exp(I q·(rᵢ(s) − rⱼ(s+t)))

The terms with i = j are included, so this is the coherent function with its self part.

```lean
/-- The unnormalised intermediate scattering function: phases `exp(i q·(rᵢ(s) - rⱼ(s+t)))`
summed over time origins and over all pairs of particles. -/
def intermediateScattering (q : Fin 3 → ℝ) (r : ZMod N → ι → Fin 3 → ℝ) (t : ZMod N) : ℂ :=
  ∑ s : ZMod N, ∑ i, ∑ j,
    Complex.exp (Complex.I * ((q ⬝ᵥ (r s i - r (s + t) j) : ℝ) : ℂ))
```

Q: Then you owe me a proof that F is an autocorrelation.

A: Multiply out the density modes at the two times:

conj(n(s)) n(s+t) = ∑ᵢ ∑ⱼ exp(I q·rᵢ(s)) exp(−I q·rⱼ(s+t))

The two phases combine into exp(I q·(rᵢ(s) − rⱼ(s+t))). Summing over s gives F(t). In the proof, `Finset.sum_mul_sum` expands the product, `Complex.exp_add` joins the phases, and `dotProduct_sub` splits q·(rᵢ − rⱼ) so that the exponents can be compared.

```lean
/-- The intermediate scattering function is the autocorrelation of the density mode. -/
theorem intermediateScattering_eq (q : Fin 3 → ℝ) (r : ZMod N → ι → Fin 3 → ℝ) :
    intermediateScattering q r = autocorrelation (densityMode q r) := by
  funext t
  unfold intermediateScattering autocorrelation densityMode
  refine Finset.sum_congr rfl fun s _ => ?_
  rw [map_sum, Finset.sum_mul_sum]
  refine Finset.sum_congr rfl fun i _ => Finset.sum_congr rfl fun j _ => ?_
  -- the product of the two single-particle phases is the phase of their separation
  rw [← Complex.exp_conj, ← Complex.exp_add, dotProduct_sub]
  congr 1
  simp only [map_neg, map_mul, Complex.conj_I, Complex.conj_ofReal, Complex.ofReal_sub]
  ring
```

The dynamical structure factor, here unnormalised, is the time transform of F. It equals the squared modulus of the transformed density mode: the proof rewrites F as the autocorrelation of n and then applies `wiener_khinchin` with a = n.

```lean
/-- The unnormalised dynamical structure factor, the time transform of the intermediate
scattering function, is the squared modulus of the transformed density mode. -/
theorem dynamicalStructureFactor_eq (q : Fin 3 → ℝ) (r : ZMod N → ι → Fin 3 → ℝ)
    (k : ZMod N) :
    timeFourier (intermediateScattering q r) k
      = ((‖timeFourier (densityMode q r) k‖ ^ 2 : ℝ) : ℂ) := by
  rw [intermediateScattering_eq, wiener_khinchin]

end

end DynamicalStructureFactor
```

Q: My structure factor is normalised per particle and averaged over time origins.

A: For N frames and M ≥ 1 particles, divide both sides by NM. Your value at k is then |n̂(k)|²/(NM), where n̂ is the transform of n, multiplied by whatever factor of Δt or 2π your convention carries. Positive factors leave the sign alone. If your convention has the opposite sign in the time kernel, k is replaced by −k.

Q: My simulation is not periodic in time. Frame N−1 is not followed by frame 0.

A: That is the main idealisation. Any N recorded frames can be placed on the ring, and the theorem then holds exactly, but F includes pairs that straddle the seam between the last frame and the first. If you keep only pairs inside the recorded window, at delays 0 to N−1, you have a different correlation function, and its N-point transform need not be nonnegative. In the example this leaves (2, I, 0, 0), whose transform at k = 0 is 2 + I. It is not even real, because the negative delays are missing. To include them without the seam, append at least N−1 zeros to the list of signal values and use the longer ring. Each delay from −(N−1) to N−1 then has its own place on the ring, and its sum receives contributions only from pairs inside the window. The theorem applies to the padded signal, so that spectrum is nonnegative.

Q: And quantum scattering?

A: It is not covered. Here n(t) is a number, whereas quantum densities at different times are operators that generally do not commute. There is also no thermal average and no continuous frequency. For classical molecular dynamics with finitely many frames treated as periodic, the result does bear on practice: the spectrum of the pair sum can be computed from the density mode alone, without a double loop over particles.

```lean
#print axioms DynamicalStructureFactor.spectrum_nonneg_iff_autocorrelation
#print axioms DynamicalStructureFactor.spectrum_sum_rule
#print axioms DynamicalStructureFactor.dynamicalStructureFactor_eq
```

```
'DynamicalStructureFactor.spectrum_nonneg_iff_autocorrelation' depends on axioms: [propext, Classical.choice, Quot.sound]
'DynamicalStructureFactor.spectrum_sum_rule' depends on axioms: [propext, Classical.choice, Quot.sound]
'DynamicalStructureFactor.dynamicalStructureFactor_eq' depends on axioms: [propext, Classical.choice, Quot.sound]
```
